# Separated Gaussian centres on a line have at most linearly many significant pairs

A list of all ordered pairs of $N$ Gaussian centres has $N^2$ entries. Discarding the pairs whose Gaussian prefactor falls below a threshold need not shorten it: if all the centres crowd into a short enough interval, every pair survives a threshold below 1. Without a condition on the positions, the number of survivors can therefore grow quadratically.

At a fixed exponent and a fixed threshold, a minimum separation that stays fixed as $N$ grows rules this out. Number the centres $i=0,\dots,N-1$, with positions $x_i$ on a line, and suppose that $|x_i-x_j|\ge h|i-j|$ for some $h>0$. For an exponent $\mu>0$ and a threshold $0<\tau\le 1$, the ordered pairs with $e^{-\mu(x_i-x_j)^2}\ge\tau$ number at most

$$N\left(1+\frac{2R}{h}\right),\qquad R=\sqrt{\frac{\ln(1/\tau)}{\mu}} .$$

The separation condition holds whenever the centres are numbered in order along the line and neighbours are at least $h$ apart. Keeping $h$ fixed as the system grows means that no two centres ever come closer than $h$.

```lean
import Mathlib

open Filter Topology

namespace GaussianPairScreening

noncomputable section
```

## The prefactor, the screening distance and the pairs

For two centres $A$ and $B$ the quantity to be screened is $e^{-\mu(A-B)^2}$. A single $\mu$ serves all pairs, as when every centre carries the same Gaussian.

```lean
/-- The Gaussian prefactor `exp(-μ (A - B)²)` of a pair of centres `A`, `B` on a line. -/
def pairFactor (mu A B : ℝ) : ℝ := Real.exp (-mu * (A - B) ^ 2)
```

The threshold $\tau$ is the numerical tolerance below which a pair is neglected. It fixes the distance $R$ at which the prefactor has decayed exactly to $\tau$.

```lean
/-- The screening distance `sqrt(ln(1/τ)/μ)` belonging to the threshold `τ`. -/
def cutoffRadius (mu tau : ℝ) : ℝ := Real.sqrt (Real.log (1 / tau) / mu)
```

On a lattice of spacing $h$, only whole steps count. The number of them that fit into $R$ is

$$m=\lfloor R/h\rfloor ,$$

which is `reach` in the code, a natural number.

```lean
/-- The number of whole lattice steps of length `h` that fit in the screening distance. -/
def reach (mu tau h : ℝ) : ℕ := ⌊cutoffRadius mu tau / h⌋₊
```

The positions are a function `x : Fin N → ℝ`, where `Fin N` holds the indices $0,\dots,N-1$. The surviving pairs form a finite set of index pairs. They are ordered, so $(i,j)$ and $(j,i)$ count separately for $i\ne j$, and the diagonal pairs $(i,i)$ are included.

```lean
/-- The ordered pairs of centres whose Gaussian prefactor is at least `τ`. -/
def significantPairs {N : ℕ} (mu tau : ℝ) (x : Fin N → ℝ) : Finset (Fin N × Fin N) :=
  Finset.univ.filter fun p => tau ≤ pairFactor mu (x p.1) (x p.2)
```

The equally spaced chain has $x_i=ih$.

```lean
/-- The chain of `N` equally spaced centres with spacing `h`. -/
def chain (h : ℝ) (N : ℕ) : Fin N → ℝ := fun i => ((i : ℕ) : ℝ) * h
```

## Where the prefactor comes from

Take Gaussians with exponents $a$ and $b$ at $A$ and $B$, and let $P=(aA+bB)/(a+b)$. Completing the square in $r$ gives

$$a(r-A)^2+b(r-B)^2=(a+b)(r-P)^2+aA^2+bB^2-\frac{(aA+bB)^2}{a+b}.$$

Over the common denominator, the terms without $r$ become

$$\frac{(a+b)(aA^2+bB^2)-(aA+bB)^2}{a+b}=\frac{ab}{a+b}(A-B)^2 .$$

The product of the two Gaussians is therefore one Gaussian at $P$, multiplied by the prefactor with $\mu=ab/(a+b)$. Positive exponents give $\mu>0$; the identity itself needs only $a+b\neq0$.

In the proof, `Real.exp_add` merges the exponentials on each side, and `field_simp` and `ring` verify the equality of the exponents.

```lean
/-- Gaussian product rule: the product of two Gaussians is a single Gaussian times the
pair prefactor with the reduced exponent `ab/(a+b)`. -/
theorem gaussian_product (a b A B r : ℝ) (hab : a + b ≠ 0) :
    Real.exp (-a * (r - A) ^ 2) * Real.exp (-b * (r - B) ^ 2) =
      pairFactor (a * b / (a + b)) A B *
        Real.exp (-(a + b) * (r - (a * A + b * B) / (a + b)) ^ 2) := by
  unfold pairFactor
  rw [← Real.exp_add, ← Real.exp_add]
  congr 1
  field_simp
  ring
```

The screening test looks at this prefactor alone. An actual integral in general carries further factors, which the count below does not estimate.

## From a threshold to a distance

Since the logarithm is increasing,

$$\tau\le e^{-\mu(A-B)^2}\iff \ln\tau\le-\mu(A-B)^2\iff (A-B)^2\le\frac{\ln(1/\tau)}{\mu}\iff|A-B|\le R .$$

The last step takes a square root, and $\tau\le1$ ensures that the radicand is non-negative.

The code proves the two directions separately after taking the logarithm. `Real.abs_le_sqrt` gives the distance bound from the squared one, and squaring with `Real.sq_sqrt` leads back.

```lean
/-- A pair prefactor reaches the threshold exactly when the two centres are no farther
apart than the screening distance. -/
theorem significant_iff {mu tau A B : ℝ} (hmu : 0 < mu) (ht : 0 < tau) (ht1 : tau ≤ 1) :
    tau ≤ pairFactor mu A B ↔ |A - B| ≤ cutoffRadius mu tau := by
  unfold pairFactor cutoffRadius
  have hlog : Real.log (1 / tau) = -Real.log tau := by rw [one_div, Real.log_inv]
  have hnn : 0 ≤ Real.log (1 / tau) / mu := by
    rw [hlog]
    exact div_nonneg (by linarith [Real.log_nonpos ht.le ht1]) hmu.le
  rw [← Real.log_le_iff_le_exp ht]
  constructor
  · intro H
    apply Real.abs_le_sqrt
    rw [le_div_iff₀ hmu, hlog]
    linarith
  · intro H
    have h2 := pow_le_pow_left₀ (abs_nonneg (A - B)) H 2
    rw [sq_abs, Real.sq_sqrt hnn, le_div_iff₀ hmu, hlog] at h2
    linarith
```

## From a distance to an index difference

For lattice sites $a$ and $b$, now natural numbers, division by $h>0$ gives

$$h|a-b|\le R\iff |a-b|\le R/h\iff |a-b|\le m .$$

The second equivalence holds because $|a-b|$ is a whole number: it is at most $R/h$ exactly when it is at most the integer part of $R/h$. This is `Nat.le_floor_iff`. The auxiliary statement `hc` identifies the integer absolute value `natAbs` with the real one.

```lean
/-- Two lattice sites lie within the screening distance exactly when their indices differ
by at most `reach`. -/
theorem within_reach_iff {mu tau h : ℝ} (hh : 0 < h) (a b : ℕ) :
    h * |(a : ℝ) - (b : ℝ)| ≤ cutoffRadius mu tau ↔
      ((a : ℤ) - (b : ℤ)).natAbs ≤ reach mu tau h := by
  have hc : ((((a : ℤ) - (b : ℤ)).natAbs : ℕ) : ℝ) = |(a : ℝ) - (b : ℝ)| := by
    simp [Nat.cast_natAbs]
  have hnn : 0 ≤ cutoffRadius mu tau / h := div_nonneg (Real.sqrt_nonneg _) hh.le
  unfold reach
  rw [Nat.le_floor_iff hnn, hc, le_div_iff₀ hh, mul_comm]
```

## Counting the survivors

Let $(i,j)$ be a surviving pair. Then

$$h|i-j|\le|x_i-x_j|\le R ,$$

so $|i-j|\le m$. Label the pair by $(i,\,j-i)$. The first entry takes $N$ values, and the second lies among the $2m+1$ integers from $-m$ to $m$. Different pairs have different labels, because $i$ and $j-i$ determine $j$. Hence there are at most $N(2m+1)$ survivors.

`Finset.card_le_card_of_injOn` turns this labelling into an inequality between cardinalities. It leaves two goals, which the code treats in turn: the labels lie in the stated set, and the labelling is injective. The hypothesis `hsep` is the separation condition.

```lean
/-- If centres `i` and `j` are always at least `h |i - j|` apart, at most
`N (2 reach + 1)` ordered pairs are significant. -/
theorem card_le_reach {N : ℕ} {mu tau h : ℝ} (hmu : 0 < mu) (ht : 0 < tau) (ht1 : tau ≤ 1)
    (hh : 0 < h) (x : Fin N → ℝ)
    (hsep : ∀ i j : Fin N, h * |((i : ℕ) : ℝ) - ((j : ℕ) : ℝ)| ≤ |x i - x j|) :
    (significantPairs mu tau x).card ≤ N * (2 * reach mu tau h + 1) := by
  obtain ⟨m, hm⟩ : ∃ m, m = reach mu tau h := ⟨_, rfl⟩
  rw [← hm]
  have hcard : ((Finset.univ : Finset (Fin N)) ×ˢ Finset.Icc (-(m : ℤ)) (m : ℤ)).card
      = N * (2 * m + 1) := by
    rw [Finset.card_product, Finset.card_univ, Fintype.card_fin, Int.card_Icc]
    congr 1
    omega
  rw [← hcard]
  -- label a pair by its first centre and the index difference
  apply Finset.card_le_card_of_injOn
    (fun p : Fin N × Fin N => (p.1, ((p.2 : ℕ) : ℤ) - ((p.1 : ℕ) : ℤ)))
  · intro p hp
    have hp' : tau ≤ pairFactor mu (x p.1) (x p.2) := by
      simpa [significantPairs] using hp
    have hd := (significant_iff hmu ht ht1).1 hp'
    have hn := (within_reach_iff hh _ _).1 ((hsep p.1 p.2).trans hd)
    rw [← hm] at hn
    have h1 : -(m : ℤ) ≤ ((p.2 : ℕ) : ℤ) - ((p.1 : ℕ) : ℤ) := by omega
    have h2 : ((p.2 : ℕ) : ℤ) - ((p.1 : ℕ) : ℤ) ≤ (m : ℤ) := by omega
    exact Finset.mem_coe.2
      (Finset.mem_product.2 ⟨Finset.mem_univ _, Finset.mem_Icc.2 ⟨h1, h2⟩⟩)
  · rintro ⟨i, j⟩ _ ⟨k, l⟩ _ hpq
    simp only [Prod.mk.injEq] at hpq
    obtain ⟨rfl, h2⟩ := hpq
    have hjl : j = l := Fin.ext (by omega)
    rw [hjl]
```

Since $m\le R/h$,

$$N(2m+1)\le N\left(1+\frac{2R}{h}\right),$$

which is the bound stated at the start. In the theorem the cardinality is read as a real number so that it can be compared with the right-hand side. The inequality holds for every $N$, including $N=0$, where both sides vanish.

```lean
/-- Linear number of significant pairs: for `N` centres on a line, the `i`-th and `j`-th at
least `h |i - j|` apart, at most `N (1 + 2 R / h)` ordered pairs are significant, where `R`
is the screening distance. -/
theorem card_significantPairs_le {N : ℕ} {mu tau h : ℝ} (hmu : 0 < mu) (ht : 0 < tau)
    (ht1 : tau ≤ 1) (hh : 0 < h) (x : Fin N → ℝ)
    (hsep : ∀ i j : Fin N, h * |((i : ℕ) : ℝ) - ((j : ℕ) : ℝ)| ≤ |x i - x j|) :
    ((significantPairs mu tau x).card : ℝ) ≤ N * (1 + 2 * cutoffRadius mu tau / h) := by
  have hfl : (reach mu tau h : ℝ) ≤ cutoffRadius mu tau / h :=
    Nat.floor_le (div_nonneg (Real.sqrt_nonneg _) hh.le)
  have hc : ((significantPairs mu tau x).card : ℝ) ≤ N * (2 * (reach mu tau h : ℝ) + 1) := by
    exact_mod_cast card_le_reach hmu ht ht1 hh x hsep
  calc ((significantPairs mu tau x).card : ℝ)
      ≤ N * (2 * (reach mu tau h : ℝ) + 1) := hc
    _ ≤ N * (2 * (cutoffRadius mu tau / h) + 1) := by gcongr
    _ = N * (1 + 2 * cutoffRadius mu tau / h) := by ring
```

At the limiting threshold $\tau=1$ the screening distance is zero. Only the $N$ diagonal pairs survive, and the bound equals $N$ as well.

The theorem counts the pairs that survive; it says nothing about the cost of finding them, and testing every pair in turn still takes $N^2$ tests. In electronic-structure terms, a two-electron integral over four Gaussians involves two such pairs, so in this one-dimensional, single-exponent model the candidates left by pair screening grow at most as $N^2$ instead of $N^4$.

Counting unordered pairs, with the diagonal kept, would be a different model of the same list. Each off-diagonal pair would then be counted once instead of twice, and the bound would become $N(1+R/h)$.

## The equally spaced chain

For $x_i=ih$ the separation condition holds with equality:

$$|x_i-x_j|=|ih-jh|=h|i-j| .$$

```lean
/-- In the equally spaced chain the distance of two centres is `h |i - j|`. -/
theorem chain_dist {h : ℝ} (hh : 0 < h) {N : ℕ} (i j : Fin N) :
    |chain h N i - chain h N j| = h * |((i : ℕ) : ℝ) - ((j : ℕ) : ℝ)| := by
  unfold chain
  rw [← sub_mul, abs_mul, abs_of_pos hh, mul_comm]
```

The prefactor is then $e^{-\mu h^2(i-j)^2}$, and the general bound specialises to the chain. The next theorem writes out both the exponential and the square root, so it can be read without the earlier definitions. Its proof shows that the written-out set is `significantPairs` for `chain`, then applies the general theorem.

```lean
/-- For `N` equally spaced centres, the ordered pairs with `exp(-μ h² (i - j)²) ≥ τ` number
at most `N (1 + 2 sqrt(ln(1/τ)/μ) / h)`. -/
theorem chain_card_le (N : ℕ) {mu tau h : ℝ} (hmu : 0 < mu) (ht : 0 < tau) (ht1 : tau ≤ 1)
    (hh : 0 < h) :
    ((Finset.univ.filter fun p : Fin N × Fin N =>
      tau ≤ Real.exp (-mu * h ^ 2 * (((p.1 : ℕ) : ℝ) - ((p.2 : ℕ) : ℝ)) ^ 2)).card : ℝ)
      ≤ N * (1 + 2 * Real.sqrt (Real.log (1 / tau) / mu) / h) := by
  have hset : (Finset.univ.filter fun p : Fin N × Fin N =>
      tau ≤ Real.exp (-mu * h ^ 2 * (((p.1 : ℕ) : ℝ) - ((p.2 : ℕ) : ℝ)) ^ 2))
      = significantPairs mu tau (chain h N) := by
    unfold significantPairs
    apply Finset.filter_congr
    intro p _
    have he : Real.exp (-mu * h ^ 2 * (((p.1 : ℕ) : ℝ) - ((p.2 : ℕ) : ℝ)) ^ 2)
        = pairFactor mu (chain h N p.1) (chain h N p.2) := by
      unfold pairFactor chain
      congr 1
      ring
    rw [he]
  rw [hset]
  exact card_significantPairs_le hmu ht ht1 hh _ fun i j => (chain_dist hh i j).ge
```

## How much the count can fall short

In a chain, a centre with at least $m$ neighbours on each side has all $2m+1$ partners, itself included. Only centres near the ends have fewer.

If $N\le2m$, then $N(2m+1)\le2m(2m+1)$ at once. Otherwise write $N=2m+n$. The $n$ interior centres are $i=a+m$ with $a=0,\dots,n-1$, and their partners are $j=a+b$ with $b=0,\dots,2m$. Every such $j$ is at most $N-1$, and $i-j=m-b$ lies between $-m$ and $m$, so the pair survives. This gives at least

$$n(2m+1)=N(2m+1)-2m(2m+1)$$

survivors. The shortfall from $N(2m+1)$ is thus at most $2m(2m+1)$, whatever the length of the chain.

The code makes the same case distinction. In the second case it maps each $(a,b)$ to the pair $(a+m,\,a+b)$ and checks that the image survives and that the map is injective. The theorem is stated with the shortfall added on the right, which avoids subtraction of natural numbers.

```lean
/-- In the equally spaced chain the number of significant pairs falls short of
`N (2 reach + 1)` by at most an amount that does not depend on `N`. -/
theorem chain_card_ge (N : ℕ) {mu tau h : ℝ} (hmu : 0 < mu) (ht : 0 < tau) (ht1 : tau ≤ 1)
    (hh : 0 < h) :
    N * (2 * reach mu tau h + 1) ≤ (significantPairs mu tau (chain h N)).card
      + 2 * reach mu tau h * (2 * reach mu tau h + 1) := by
  obtain ⟨m, hm⟩ : ∃ m, m = reach mu tau h := ⟨_, rfl⟩
  rw [← hm]
  rcases le_total N (2 * m) with hN | hN
  · exact (Nat.mul_le_mul_right (2 * m + 1) hN).trans (Nat.le_add_left _ _)
  · obtain ⟨n, rfl⟩ := Nat.exists_eq_add_of_le hN
    -- each of the `n` interior centres has a full set of `2 m + 1` partners
    have key : (Finset.univ : Finset (Fin n × Fin (2 * m + 1))).card
        ≤ (significantPairs mu tau (chain h (2 * m + n))).card := by
      apply Finset.card_le_card_of_injOn (fun q : Fin n × Fin (2 * m + 1) =>
        ((⟨q.1.val + m, by have := q.1.isLt; omega⟩ : Fin (2 * m + n)),
         (⟨q.1.val + q.2.val, by have := q.1.isLt; have := q.2.isLt; omega⟩ :
          Fin (2 * m + n))))
      · intro q _
        have hq := q.2.isLt
        have hn : (((q.1.val + m : ℕ) : ℤ) - ((q.1.val + q.2.val : ℕ) : ℤ)).natAbs
            ≤ reach mu tau h := by
          rw [← hm]
          omega
        refine Finset.mem_coe.2 (Finset.mem_filter.2 ⟨Finset.mem_univ _, ?_⟩)
        rw [significant_iff hmu ht ht1, chain_dist hh]
        exact (within_reach_iff hh _ _).2 hn
      · rintro ⟨a, b⟩ _ ⟨c, d⟩ _ hq
        simp only [Prod.mk.injEq, Fin.mk.injEq] at hq
        obtain ⟨h1, h2⟩ := hq
        have hac : a = c := Fin.ext (by omega)
        have hbd : b = d := Fin.ext (by omega)
        rw [hac, hbd]
    rw [Finset.card_univ, Fintype.card_prod, Fintype.card_fin, Fintype.card_fin] at key
    nlinarith [key]
```

## Pairs per centre in a long chain

Write $S_N$ for the number of significant pairs in the chain of $N$ centres. Dividing the two counts by $N>0$ gives

$$2m+1-\frac{2m(2m+1)}{N}\le\frac{S_N}{N}\le2m+1 .$$

As $N\to\infty$ with $\mu$, $\tau$ and $h$ fixed, the left side tends to $2m+1$, and so does $S_N/N$. Linear growth is therefore the true behaviour of the chain, since $2m+1\ge1$. The constant $1+2R/h$ in the general bound exceeds this limit by less than 2, and equals it when $R/h$ is a whole number.

In Lean, `Tendsto … atTop (𝓝 …)` expresses the limit. The proof squeezes the ratio between the two sides above; `eventually_gt_atTop 0` restricts the comparison to $N>0$, where the division is legitimate.

```lean
/-- As the equally spaced chain grows, the number of significant ordered pairs per centre
tends to `2 reach + 1`. -/
theorem chain_pairs_per_centre {mu tau h : ℝ} (hmu : 0 < mu) (ht : 0 < tau) (ht1 : tau ≤ 1)
    (hh : 0 < h) :
    Tendsto (fun N : ℕ => ((significantPairs mu tau (chain h N)).card : ℝ) / (N : ℝ)) atTop
      (𝓝 (2 * (reach mu tau h : ℝ) + 1)) := by
  have hlow := (tendsto_const_nhds (x := 2 * (reach mu tau h : ℝ) + 1)).sub
    (tendsto_const_div_atTop_nhds_zero_nat
      (2 * (reach mu tau h : ℝ) * (2 * (reach mu tau h : ℝ) + 1)))
  rw [sub_zero] at hlow
  -- squeeze between the lower and the upper count
  refine tendsto_of_tendsto_of_tendsto_of_le_of_le' hlow tendsto_const_nhds ?_ ?_
  · filter_upwards [eventually_gt_atTop 0] with N hN
    have hN' : (0 : ℝ) < N := by exact_mod_cast hN
    have h1 : (N : ℝ) * (2 * (reach mu tau h : ℝ) + 1)
        ≤ ((significantPairs mu tau (chain h N)).card : ℝ)
          + 2 * (reach mu tau h : ℝ) * (2 * (reach mu tau h : ℝ) + 1) := by
      exact_mod_cast chain_card_ge N hmu ht ht1 hh
    rw [sub_le_iff_le_add, ← add_div, le_div_iff₀ hN']
    linarith
  · filter_upwards [eventually_gt_atTop 0] with N hN
    have hN' : (0 : ℝ) < N := by exact_mod_cast hN
    have h2 : ((significantPairs mu tau (chain h N)).card : ℝ)
        ≤ (N : ℝ) * (2 * (reach mu tau h : ℝ) + 1) := by
      exact_mod_cast card_le_reach hmu ht ht1 hh (chain h N)
        fun i j => (chain_dist hh i j).ge
    rw [div_le_iff₀ hN']
    linarith

end

end GaussianPairScreening
```

```lean
#print axioms GaussianPairScreening.gaussian_product
#print axioms GaussianPairScreening.card_significantPairs_le
#print axioms GaussianPairScreening.chain_card_le
#print axioms GaussianPairScreening.chain_pairs_per_centre
```

```
'GaussianPairScreening.gaussian_product' depends on axioms: [propext, Classical.choice, Quot.sound]
'GaussianPairScreening.card_significantPairs_le' depends on axioms: [propext, Classical.choice, Quot.sound]
'GaussianPairScreening.chain_card_le' depends on axioms: [propext, Classical.choice, Quot.sound]
'GaussianPairScreening.chain_pairs_per_centre' depends on axioms: [propext, Classical.choice, Quot.sound]
```
